# The Coulomb pole of the one-loop cusp function as a Wilson line turns back on itself

In four-dimensional Euclidean gauge theory, consider a Wilson line made of two straight legs that meet at a cusp with deflection angle `θ`, so that θ = 0 is the straight line. Its one-loop cusp function G(θ), taken here without coupling or prefactor, comes from gluon or photon exchange in Feynman gauge: the exchange integral between the two legs, weighted by cos θ, minus its value for the straight line. The lemma says that (π − θ) G(θ) tends to −π as θ tends to π from below, so that G diverges like −π/(π − θ) when the second leg folds back along the first. The proof takes the closed form G(θ) = θ cot θ − 1, valid for 0 < θ < π, and writes the product as θ cos θ divided by sin(π − θ)/(π − θ), minus (π − θ). The limit then follows from that of sin t / t as t tends to zero from above, for which one must show that π − θ tends to zero through positive values.

Lean 4 with Mathlib refuses this proof:

```lean
import Mathlib

open Real Set Filter Topology MeasureTheory
open scoped InnerProductSpace

namespace CuspGCoulombPole

noncomputable section

/-- The one-loop exchange integral between the two legs of a cusp with deflection angle `θ`,
over the ratio `s` of the distances from the cusp; its domain is `-π < θ < π`. -/
def exchange (θ : ℝ) : ℝ := ∫ s in Ioi (0 : ℝ), 1 / (1 + 2 * s * cos θ + s ^ 2)

/-- The one-loop cusp function for `-π < θ < π`: the exchange between the legs, weighted by the
product `cos θ` of their directions, minus its value for the straight line. -/
def cuspG (θ : ℝ) : ℝ := cos θ * exchange θ - exchange 0

/-- For `sin θ > 0` the exchange integrand has the primitive
`arctan ((s + cos θ) / sin θ) / sin θ`. -/
theorem hasDerivAt_primitive {θ : ℝ} (h : 0 < sin θ) (s : ℝ) :
    HasDerivAt (fun s : ℝ => arctan ((s + cos θ) / sin θ) / sin θ)
      (1 / (1 + 2 * s * cos θ + s ^ 2)) s := by
  have h1 : HasDerivAt (fun s : ℝ => (s + cos θ) / sin θ) (1 / sin θ) s :=
    ((hasDerivAt_id' s).add_const _).div_const _
  refine (h1.arctan.div_const (sin θ)).congr_deriv ?_
  show 1 / (1 + ((s + cos θ) / sin θ) ^ 2) * (1 / sin θ) / sin θ = _
  -- complete the square in the denominator
  have e1 : sin θ ^ 2 * (1 + ((s + cos θ) / sin θ) ^ 2) = sin θ ^ 2 + (s + cos θ) ^ 2 := by
    field_simp
  have e : 1 + 2 * s * cos θ + s ^ 2 = sin θ ^ 2 * (1 + ((s + cos θ) / sin θ) ^ 2) := by
    rw [e1]
    linear_combination -(sin_sq_add_cos_sq θ)
  rw [e]
  generalize (s + cos θ) / sin θ = y
  have hy : 1 + y ^ 2 ≠ 0 := by positivity
  field_simp

/-- For `0 < θ < π` the exchange integral converges and equals `θ / sin θ`. -/
theorem exchange_eq {θ : ℝ} (h0 : 0 < θ) (hπ : θ < π) :
    IntegrableOn (fun s : ℝ => 1 / (1 + 2 * s * cos θ + s ^ 2)) (Ioi 0) ∧
      exchange θ = θ / sin θ := by
  have h : 0 < sin θ := sin_pos_of_pos_of_lt_pi h0 hπ
  have lim : Tendsto (fun s : ℝ => arctan ((s + cos θ) / sin θ) / sin θ) atTop
      (𝓝 (π / 2 / sin θ)) :=
    ((tendsto_arctan_atTop.mono_right nhdsWithin_le_nhds).comp
      ((tendsto_atTop_add_const_right _ _ tendsto_id).atTop_div_const h)).div_const _
  have pos : ∀ s ∈ Ioi (0 : ℝ), 0 ≤ 1 / (1 + 2 * s * cos θ + s ^ 2) := fun s _ =>
    one_div_nonneg.2 (by
      nlinarith [sin_sq_add_cos_sq θ, sq_nonneg (s + cos θ), sq_nonneg (sin θ)])
  refine ⟨integrableOn_Ioi_deriv_of_nonneg' (fun s _ => hasDerivAt_primitive h s) pos lim, ?_⟩
  -- the lower limit contributes the complementary angle
  have ht : tan (π / 2 - θ) = (0 + cos θ) / sin θ := by
    rw [tan_eq_sin_div_cos, sin_pi_div_two_sub, cos_pi_div_two_sub, zero_add]
  rw [exchange, integral_Ioi_of_hasDerivAt_of_nonneg'
    (fun s _ => hasDerivAt_primitive h s) pos lim, ← ht,
    arctan_tan (by linarith) (by linarith)]
  ring

/-- For the straight line the exchange integral equals one. -/
theorem exchange_zero : exchange 0 = 1 := by
  have der : ∀ s ∈ Ici (0 : ℝ), HasDerivAt (fun s : ℝ => -(1 + s)⁻¹)
      (1 / (1 + 2 * s * cos 0 + s ^ 2)) s := by
    intro s hs
    have hs' : (0 : ℝ) ≤ s := hs
    have hne : 1 + s ≠ 0 := by positivity
    have h : HasDerivAt (fun s : ℝ => -(1 + s)⁻¹) (-(-1 / (1 + s) ^ 2)) s :=
      (((hasDerivAt_id' s).const_add 1).inv hne).neg
    refine h.congr_deriv ?_
    rw [cos_zero, show 1 + 2 * s * 1 + s ^ 2 = (1 + s) ^ 2 by ring]
    ring
  have pos : ∀ s ∈ Ioi (0 : ℝ), 0 ≤ 1 / (1 + 2 * s * cos 0 + s ^ 2) := by
    intro s hs
    have hs' : (0 : ℝ) < s := hs
    rw [cos_zero]
    positivity
  have lim : Tendsto (fun s : ℝ => -(1 + s)⁻¹) atTop (𝓝 (-0)) :=
    (tendsto_inv_atTop_zero.comp (tendsto_atTop_add_const_left _ _ tendsto_id)).neg
  rw [exchange, integral_Ioi_of_hasDerivAt_of_nonneg' der pos lim]
  norm_num

/-- For `0 < θ < π` the cusp function is `θ cot θ - 1`. -/
theorem cuspG_eq {θ : ℝ} (h0 : 0 < θ) (hπ : θ < π) : cuspG θ = θ * Real.cot θ - 1 := by
  rw [cuspG, (exchange_eq h0 hπ).2, exchange_zero, Real.cot_eq_cos_div_sin]
  ring

/-- The ratio `sin t / t` tends to one as `t` tends to zero from above. -/
theorem tendsto_sin_div : Tendsto (fun t : ℝ => sin t / t) (𝓝[>] 0) (𝓝 1) := by
  have h := (hasDerivAt_sin 0).tendsto_slope_zero_right
  simpa [div_eq_inv_mul] using h

/-- Coulomb pole of the backtracking cusp: `(π - θ) G(θ)` tends to `-π` as `θ` tends to `π`
from below. -/
theorem cuspG_coulomb_pole : Tendsto (fun θ => (π - θ) * cuspG θ) (𝓝[<] π) (𝓝 (-π)) := by
  have hc : Continuous (fun θ : ℝ => π - θ) := by fun_prop
  have h0 : Tendsto (fun θ : ℝ => π - θ) (𝓝[<] π) (𝓝 0) :=
    (hc.tendsto' π 0 (by simp)).mono_left nhdsWithin_le_nhds
  have h1 : Tendsto (fun θ : ℝ => π - θ) (𝓝[<] π) (𝓝[>] 0) := by
    refine tendsto_nhdsWithin_iff.2 ⟨h0, ?_⟩
    filter_upwards [self_mem_nhdsWithin] with θ hθ
    exact sub_pos.2 hθ
  have h2 : Tendsto (fun θ : ℝ => sin (π - θ) / (π - θ)) (𝓝[<] π) (𝓝 1) :=
    tendsto_sin_div.comp h1
  have hd : Continuous (fun θ : ℝ => θ * cos θ) := by fun_prop
  have h3 : Tendsto (fun θ : ℝ => θ * cos θ) (𝓝[<] π) (𝓝 (-π)) :=
    (hd.tendsto' π (-π) (by simp)).mono_left nhdsWithin_le_nhds
  have key := (h3.div h2 one_ne_zero).sub h0
  rw [div_one, sub_zero] at key
  refine key.congr' ?_
  filter_upwards [Ioo_mem_nhdsLT pi_pos] with θ hθ
  show θ * cos θ / (sin (π - θ) / (π - θ)) - (π - θ) = (π - θ) * cuspG θ
  rw [cuspG_eq hθ.1 hθ.2, Real.cot_eq_cos_div_sin, sin_pi_sub, div_div_eq_mul_div]
  ring

end

end CuspGCoulombPole
```

The compiler's answer:

```
Main.lean:100:20: error: Application type mismatch: The argument
  hθ
has type
  θ ∈ Iio π
but is expected to have type
  ?m.141 < ?m.140
in the application
  sub_pos.mpr hθ
```

After these edits no error is left:

```diff
@@ -98,5 +98,7 @@
     refine tendsto_nhdsWithin_iff.2 ⟨h0, ?_⟩
     filter_upwards [self_mem_nhdsWithin] with θ hθ
-    exact sub_pos.2 hθ
+    have hθ' : θ < π := hθ
+    show 0 < π - θ
+    linarith
   have h2 : Tendsto (fun θ : ℝ => sin (π - θ) / (π - θ)) (𝓝[<] π) (𝓝 1) :=
     tendsto_sin_div.comp h1
```

What went wrong. The error is in the step showing that π − θ is positive. There `hθ` has the type `θ ∈ Iio π`, which by definition means `θ < π`, but `sub_pos.2` expects an argument whose type is visibly an inequality. The message shows both sides of that inequality as unknowns, `?m.141 < ?m.140`: the goal, itself a membership in `Ioi 0`, had not yet fixed them. Lean did not unfold the membership to match it with so undetermined an inequality, and rejected the argument.

The repair states the types outright. The line `have hθ' : θ < π := hθ` gives Lean a definite inequality to check `hθ` against, and the two agree by definition. In the same way `show 0 < π - θ` restates the goal as the inequality it stands for. What remains is linear arithmetic, and `linarith` does it in place of `sub_pos`.
